# Concave ground-state energy and convex density functional for one particle on finitely many sites

Let H0 be a Hermitian matrix on a non-empty finite set of sites, v a real on-site potential, and E(v) the least eigenvalue of H0 + diag(v). Then E is concave in v. With ⟨v,n⟩ = Σ_i v_i n_i, the functional

F(n) = sup_v [E(v) − ⟨v,n⟩]

is finite exactly when n is a probability vector (n_i ≥ 0, Σ_i n_i = 1), and on those vectors it is convex and lower semicontinuous.

## Density-to-potential inversion

A code that seeks the potential belonging to a given density can maximise E(v) − ⟨v,n⟩ over v. For one particle in a finite site basis, concavity makes every local maximum global, and each trial v gives a lower bound on F(n). If the target density is not normalised or has a negative entry, the objective is unbounded above and the optimiser has nothing to converge to.

## From trial states to the functional

Write ρ_i = |ψ_i|² for the density of a state ψ. The energy splits as

⟨ψ,(H0 + diag v)ψ⟩ = ⟨ψ,H0ψ⟩ + ⟨v,ρ⟩.

**Variational principle.** Let A = H0 + diag(v). The unit sphere is compact, so ⟨ψ,Aψ⟩ has a minimum e on it, at some ψ. By scaling, ⟨φ,Aφ⟩ ≥ e⟨φ,φ⟩ for all φ, so B = A − e is positive semidefinite. Write B = C†C. Since ⟨ψ,Bψ⟩ = ‖Cψ‖² = 0, we get Bψ = 0, so e is an eigenvalue. Putting any other eigenvector into the inequality shows that e is the least one. Hence E(v) = e, and every normalised state has energy at least E(v).

**Concavity.** Take a, b ≥ 0 with a + b = 1, and let ψ be a normalised ground state for av + bu. Then

E(av + bu) = a[⟨ψ,H0ψ⟩ + ⟨v,ρ⟩] + b[⟨ψ,H0ψ⟩ + ⟨u,ρ⟩] ≥ aE(v) + bE(u).

**Finiteness.** If n is a probability vector, the state with amplitudes √n_i is normalised and has density n, so for every v

E(v) − ⟨v,n⟩ ≤ ⟨√n,H0√n⟩.

Conversely, if v_i ≥ c on every site, then ⟨v,ρ⟩ ≥ c for every normalised state, and E(v) ≥ E(0) + c. A constant potential t therefore gives

E(v) − ⟨v,n⟩ ≥ E(0) + t(1 − Σ_i n_i),

which is unbounded over positive and negative t unless Σ_i n_i = 1. If n_k < 0, a barrier t ≥ 0 on site k alone gives at least E(0) − t n_k, which grows without limit.

**Convexity and lower semicontinuity.** For fixed v, g_v(n) = E(v) − ⟨v,n⟩ is affine in n. For probability vectors x and y,

g_v(ax + by) = a g_v(x) + b g_v(y) ≤ aF(x) + bF(y),

and the supremum over v gives convexity. If F(x) > s, some v has g_v(x) > s. By continuity g_v(n) > s for n near x, and F(n) ≥ g_v(n) on the probability vectors.

**Ensembles.** Let normalised states ψ_k have probabilities w_k and average density n. Averaging the variational inequality gives

F(n) ≤ Σ_k w_k ⟨ψ_k,H0ψ_k⟩.

## Two sites with hopping −1

Take H0 with zero diagonal and off-diagonal entries −1, and n = (0.8, 0.2). The state √n gives the upper bound

F(n) ≤ −2√(0.8 · 0.2) = −0.8.

For v = (d, −d), E(v) = −√(1 + d²). At d = −0.75 the objective is

−1.25 + 0.75 · 0.6 = −0.8.

The bounds meet, so F(n) = −0.8. At n = (1, 0) the same family gives −√(1 + d²) − d, which approaches the upper bound 0 only as d → −∞. An inversion code can thus see its potential diverge although F is finite.

## The Lean file

```lean
import Mathlib

open Matrix
open scoped ComplexOrder

namespace LatticeUniversalFunctional

noncomputable section

variable {ι : Type*} [Fintype ι] [DecidableEq ι]

/-- The site density `|ψ i|²` of a wave function. -/
def density (ψ : ι → ℂ) (i : ι) : ℝ := Complex.normSq (ψ i)

/-- The real part of the expectation value `⟨ψ, A ψ⟩`. -/
def energy (A : Matrix ι ι ℂ) (ψ : ι → ℂ) : ℝ := (star ψ ⬝ᵥ A *ᵥ ψ).re

/-- The Hamiltonian `H0 + diag v` with a real on-site potential `v`. -/
def hamiltonian (H0 : Matrix ι ι ℂ) (v : ι → ℝ) : Matrix ι ι ℂ :=
  H0 + Matrix.diagonal (fun i => (v i : ℂ))

/-- The set of real eigenvalues of a matrix. -/
def levels (A : Matrix ι ι ℂ) : Set ℝ :=
  {e | ∃ ψ : ι → ℂ, ψ ≠ 0 ∧ A *ᵥ ψ = (e : ℂ) • ψ}

/-- The ground-state energy `E(v)`: the infimum of the eigenvalues of `H0 + diag v`. -/
def groundEnergy (H0 : Matrix ι ι ℂ) (v : ι → ℝ) : ℝ := sInf (levels (hamiltonian H0 v))

/-- The universal functional `F(n)`, the supremum over potentials of `E(v) - ⟨v, n⟩`. -/
def universal (H0 : Matrix ι ι ℂ) (n : ι → ℝ) : ℝ :=
  ⨆ v : ι → ℝ, (groundEnergy H0 v - v ⬝ᵥ n)

/-- The energy is the internal energy plus the potential integrated against the density. -/
theorem energy_hamiltonian (H0 : Matrix ι ι ℂ) (v : ι → ℝ) (ψ : ι → ℂ) :
    energy (hamiltonian H0 v) ψ = energy H0 ψ + v ⬝ᵥ density ψ := by
  unfold energy hamiltonian
  rw [Matrix.add_mulVec, dotProduct_add, Complex.add_re]
  congr 1
  simp only [dotProduct, Matrix.mulVec_diagonal, Complex.re_sum]
  refine Finset.sum_congr rfl fun i _ => ?_
  simp only [density, Complex.normSq_apply, Pi.star_apply, Complex.star_def, Complex.mul_re,
    Complex.mul_im, Complex.conj_re, Complex.conj_im, Complex.ofReal_re, Complex.ofReal_im]
  ring

omit [Fintype ι] in
/-- Adding a real potential to a Hermitian matrix leaves it Hermitian. -/
theorem hamiltonian_isHermitian {H0 : Matrix ι ι ℂ} (hH : H0.IsHermitian) (v : ι → ℝ) :
    (hamiltonian H0 v).IsHermitian := by
  refine hH.add ?_
  unfold Matrix.IsHermitian
  rw [Matrix.diagonal_conjTranspose]
  congr 1
  ext i
  simp

/-- Rayleigh-Ritz principle: a Hermitian matrix has a least eigenvalue, and it is the minimum of
the energy over normalised wave functions. -/
theorem rayleigh_ritz [Nonempty ι] {A : Matrix ι ι ℂ} (hA : A.IsHermitian) :
    IsLeast (levels A) (sInf (levels A)) ∧
      IsLeast (energy A '' {ψ | ∑ i, density ψ i = 1}) (sInf (levels A)) := by
  -- the unit sphere is compact, so the energy has a minimiser on it
  have hcomp : IsCompact {ψ : ι → ℂ | ∑ i, density ψ i = 1} := by
    refine Metric.isCompact_of_isClosed_isBounded ?_ ?_
    · exact isClosed_eq (continuous_finsetSum _ fun i _ =>
        Complex.continuous_normSq.comp (continuous_apply i)) continuous_const
    · refine (Metric.isBounded_closedBall (x := (0 : ι → ℂ)) (r := 1)).subset fun ψ hψ => ?_
      rw [mem_closedBall_zero_iff, pi_norm_le_iff_of_nonneg zero_le_one]
      intro i
      have h1 : density ψ i ≤ ∑ j, density ψ j :=
        Finset.single_le_sum (fun j _ => Complex.normSq_nonneg (ψ j)) (Finset.mem_univ i)
      have h2 : ∑ j, density ψ j = 1 := hψ
      rw [h2, density, Complex.normSq_eq_norm_sq] at h1
      nlinarith [norm_nonneg (ψ i)]
  have hne : {ψ : ι → ℂ | ∑ i, density ψ i = 1}.Nonempty := by
    obtain ⟨i⟩ := ‹Nonempty ι›
    refine ⟨Pi.single i 1, ?_⟩
    simp [density, Pi.single_apply, apply_ite Complex.normSq]
  have hcont : Continuous (energy A) := by
    have h : energy A = fun ψ => (∑ i, star (ψ i) * ∑ j, A i j * ψ j).re := rfl
    rw [h]
    refine Complex.continuous_re.comp ?_
    fun_prop
  obtain ⟨ψ, hψ, hmin⟩ := hcomp.exists_isMinOn hne hcont.continuousOn
  have hψ1 : ∑ i, density ψ i = 1 := hψ
  have hpos : ∀ φ : ι → ℂ, φ ≠ 0 → 0 < ∑ i, density φ i := by
    intro φ hφ
    obtain ⟨i, hi⟩ := Function.ne_iff.1 hφ
    exact Finset.sum_pos' (fun j _ => Complex.normSq_nonneg (φ j))
      ⟨i, Finset.mem_univ i, Complex.normSq_pos.2 hi⟩
  -- by scaling, the bound extends to wave functions of any norm
  have hlow : ∀ φ : ι → ℂ, energy A ψ * ∑ i, density φ i ≤ energy A φ := by
    intro φ
    by_cases hφ : φ = 0
    · subst hφ
      simp [energy, density]
    have hN := hpos φ hφ
    set N := ∑ i, density φ i with hNdef
    set c : ℝ := (Real.sqrt N)⁻¹ with hc
    have hcN : c ^ 2 * N = 1 := by
      rw [hc, inv_pow, Real.sq_sqrt hN.le]
      exact inv_mul_cancel₀ hN.ne'
    have h1 : ∑ i, density ((c : ℂ) • φ) i = 1 := by
      rw [← hcN, hNdef, Finset.mul_sum]
      refine Finset.sum_congr rfl fun i _ => ?_
      simp only [density, Pi.smul_apply, smul_eq_mul, Complex.normSq_mul, Complex.normSq_ofReal]
      ring
    have h2 : energy A ((c : ℂ) • φ) = c ^ 2 * energy A φ := by
      unfold energy
      rw [Matrix.mulVec_smul, star_smul, smul_dotProduct, dotProduct_smul, Complex.star_def,
        Complex.conj_ofReal, smul_eq_mul, smul_eq_mul, Complex.re_ofReal_mul,
        Complex.re_ofReal_mul]
      ring
    have h3 : energy A ψ ≤ energy A ((c : ℂ) • φ) := hmin h1
    rw [h2] at h3
    calc energy A ψ * N ≤ c ^ 2 * energy A φ * N := mul_le_mul_of_nonneg_right h3 hN.le
      _ = energy A φ := by linear_combination energy A φ * hcN
  -- the shifted matrix is positive and annihilates the minimiser
  have hB := hamiltonian_isHermitian hA (fun _ => -energy A ψ)
  have hre : ∀ x : ι → ℂ, energy (hamiltonian A (fun _ => -energy A ψ)) x
      = energy A x - energy A ψ * ∑ i, density x i := by
    intro x
    rw [energy_hamiltonian, dotProduct, ← Finset.mul_sum]
    ring
  have him : ∀ x : ι → ℂ,
      (star x ⬝ᵥ hamiltonian A (fun _ => -energy A ψ) *ᵥ x).im = 0 := by
    intro x
    apply Complex.conj_eq_iff_im.1
    change star (star x ⬝ᵥ hamiltonian A (fun _ => -energy A ψ) *ᵥ x) = _
    rw [← Matrix.star_dotProduct, Matrix.star_mulVec, hB.eq, ← Matrix.dotProduct_mulVec]
  have hpsd : (hamiltonian A (fun _ => -energy A ψ)).PosSemidef := by
    refine Matrix.PosSemidef.of_dotProduct_mulVec_nonneg hB fun x => ?_
    refine Complex.nonneg_iff.2 ⟨?_, (him x).symm⟩
    change 0 ≤ energy (hamiltonian A (fun _ => -energy A ψ)) x
    rw [hre]
    linarith [hlow x]
  have hzero : hamiltonian A (fun _ => -energy A ψ) *ᵥ ψ = 0 := by
    refine (hpsd.dotProduct_mulVec_zero_iff ψ).1 (Complex.ext ?_ (him ψ))
    change energy (hamiltonian A (fun _ => -energy A ψ)) ψ = 0
    rw [hre, hψ1]
    ring
  have heig : A *ᵥ ψ = (energy A ψ : ℂ) • ψ := by
    ext i
    have h := congrFun hzero i
    rw [hamiltonian, Matrix.add_mulVec, Pi.add_apply, Matrix.mulVec_diagonal,
      Pi.zero_apply, Complex.ofReal_neg] at h
    rw [Pi.smul_apply, smul_eq_mul]
    linear_combination h
  have hleast : IsLeast (levels A) (energy A ψ) := by
    refine ⟨⟨ψ, ?_, heig⟩, ?_⟩
    · rintro h0
      rw [h0] at hψ1
      simp [density] at hψ1
    · rintro e ⟨φ, hφ, he⟩
      have hn : (star φ ⬝ᵥ φ).re = ∑ i, density φ i := by
        simp [dotProduct, density, Complex.normSq_apply]
      have h := hlow φ
      have h' : energy A φ = e * ∑ i, density φ i := by
        rw [energy, he, dotProduct_smul, smul_eq_mul, Complex.re_ofReal_mul, hn]
      rw [h'] at h
      exact le_of_mul_le_mul_right h (hpos φ hφ)
  rw [hleast.csInf_eq]
  refine ⟨hleast, ⟨ψ, hψ, rfl⟩, ?_⟩
  rintro _ ⟨φ, hφ, rfl⟩
  exact hmin hφ

/-- `E(v)` is a lower bound for the energy of every normalised state in the potential `v`, and
some normalised state attains it. -/
theorem groundEnergy_variational [Nonempty ι] {H0 : Matrix ι ι ℂ} (hH : H0.IsHermitian)
    (v : ι → ℝ) :
    (∀ ψ, ∑ i, density ψ i = 1 → groundEnergy H0 v ≤ energy H0 ψ + v ⬝ᵥ density ψ) ∧
      ∃ ψ, ∑ i, density ψ i = 1 ∧ groundEnergy H0 v = energy H0 ψ + v ⬝ᵥ density ψ := by
  obtain ⟨⟨ψ, hψ, he⟩, hlow⟩ := (rayleigh_ritz (hamiltonian_isHermitian hH v)).2
  refine ⟨fun φ hφ => ?_, ψ, hψ, ?_⟩
  · rw [← energy_hamiltonian]
    exact hlow ⟨φ, hφ, rfl⟩
  · rw [← energy_hamiltonian]
    exact he.symm

/-- A potential that is at least `c` on every site raises the ground-state energy by at
least `c`. -/
theorem groundEnergy_shift [Nonempty ι] {H0 : Matrix ι ι ℂ} (hH : H0.IsHermitian)
    {v : ι → ℝ} {c : ℝ} (hv : ∀ i, c ≤ v i) :
    groundEnergy H0 0 + c ≤ groundEnergy H0 v := by
  obtain ⟨ψ, hψ, he⟩ := (groundEnergy_variational hH v).2
  have h0 := (groundEnergy_variational hH 0).1 ψ hψ
  rw [zero_dotProduct] at h0
  have h1 : c * ∑ i, density ψ i ≤ v ⬝ᵥ density ψ := by
    rw [Finset.mul_sum]
    exact Finset.sum_le_sum fun i _ =>
      mul_le_mul_of_nonneg_right (hv i) (Complex.normSq_nonneg (ψ i))
  rw [hψ] at h1
  linarith

/-- The supremum defining `F(n)` is finite exactly when `n` is a probability vector. -/
theorem finite_iff_probability [Nonempty ι] {H0 : Matrix ι ι ℂ} (hH : H0.IsHermitian)
    (n : ι → ℝ) :
    BddAbove (Set.range fun v : ι → ℝ => groundEnergy H0 v - v ⬝ᵥ n) ↔
      n ∈ stdSimplex ℝ ι := by
  constructor
  · rintro ⟨M, hM⟩
    have hb : ∀ v : ι → ℝ, groundEnergy H0 v - v ⬝ᵥ n ≤ M := fun v => hM ⟨v, rfl⟩
    refine ⟨fun i => ?_, ?_⟩
    · -- a high barrier on a site of negative density would make the supremum infinite
      by_contra hi
      have hi' : 0 < -n i := by linarith [not_le.1 hi]
      set t := (|M - groundEnergy H0 0| + 1) / (-n i) with ht
      have ht0 : 0 ≤ t := by positivity
      have htn : t * (-n i) = |M - groundEnergy H0 0| + 1 := div_mul_cancel₀ _ hi'.ne'
      have h1 : groundEnergy H0 0 + 0 ≤ groundEnergy H0 (Pi.single i t) := by
        refine groundEnergy_shift hH fun j => ?_
        rw [Pi.single_apply]
        split_ifs
        · exact ht0
        · exact le_rfl
      have h2 := hb (Pi.single i t)
      rw [single_dotProduct] at h2
      linarith [le_abs_self (M - groundEnergy H0 0)]
    · -- a constant potential detects a wrong particle number
      by_contra hs
      have hd : 1 - ∑ i, n i ≠ 0 := fun h => hs (by linarith)
      set t := (M - groundEnergy H0 0 + 1) / (1 - ∑ i, n i) with ht
      have htn : t * (1 - ∑ i, n i) = M - groundEnergy H0 0 + 1 := div_mul_cancel₀ _ hd
      have h1 : groundEnergy H0 0 + t ≤ groundEnergy H0 (fun _ => t) :=
        groundEnergy_shift hH fun _ => le_rfl
      have h2 := hb (fun _ => t)
      rw [dotProduct, ← Finset.mul_sum] at h2
      linarith
  · rintro ⟨hn, hs⟩
    -- the trial state `√n` has density `n`
    have hd : density (fun i => ((Real.sqrt (n i) : ℝ) : ℂ)) = n := by
      ext i
      rw [density, Complex.normSq_ofReal, Real.mul_self_sqrt (hn i)]
    refine ⟨energy H0 (fun i => ((Real.sqrt (n i) : ℝ) : ℂ)), ?_⟩
    rintro _ ⟨v, rfl⟩
    have h := (groundEnergy_variational hH v).1 _ (by rw [hd]; exact hs)
    rw [hd] at h
    change groundEnergy H0 v - v ⬝ᵥ n ≤ _
    linarith

/-- `F` at the density of a finite ensemble of normalised states is at most the ensemble average
of the internal energy. -/
theorem universal_le_ensemble [Nonempty ι] {κ : Type*} [Fintype κ] {H0 : Matrix ι ι ℂ}
    (hH : H0.IsHermitian) {w : κ → ℝ} (hw : w ∈ stdSimplex ℝ κ) (ψ : κ → ι → ℂ)
    (hψ : ∀ k, ∑ i, density (ψ k) i = 1) :
    universal H0 (∑ k, w k • density (ψ k)) ≤ ∑ k, w k * energy H0 (ψ k) := by
  refine ciSup_le fun v => ?_
  have h : ∑ k, w k * groundEnergy H0 v
      ≤ ∑ k, w k * (energy H0 (ψ k) + v ⬝ᵥ density (ψ k)) :=
    Finset.sum_le_sum fun k _ =>
      mul_le_mul_of_nonneg_left ((groundEnergy_variational hH v).1 _ (hψ k)) (hw.1 k)
  rw [← Finset.sum_mul, hw.2, one_mul] at h
  simp only [mul_add, Finset.sum_add_distrib] at h
  simp only [dotProduct_sum, dotProduct_smul, smul_eq_mul]
  linarith

/-- The ground-state energy is concave in the potential; the supremum defining `F(n)` is finite
exactly on the probability vectors, and there `F` is convex and lower semicontinuous. -/
theorem universal_functional [Nonempty ι] {H0 : Matrix ι ι ℂ} (hH : H0.IsHermitian) :
    ConcaveOn ℝ Set.univ (groundEnergy H0) ∧
      (∀ n : ι → ℝ, BddAbove (Set.range fun v : ι → ℝ => groundEnergy H0 v - v ⬝ᵥ n) ↔
        n ∈ stdSimplex ℝ ι) ∧
      ConvexOn ℝ (stdSimplex ℝ ι) (universal H0) ∧
      LowerSemicontinuousOn (universal H0) (stdSimplex ℝ ι) := by
  have hle : ∀ n ∈ stdSimplex ℝ ι, ∀ v : ι → ℝ,
      groundEnergy H0 v - v ⬝ᵥ n ≤ universal H0 n := fun n hn v =>
    le_ciSup (f := fun v : ι → ℝ => groundEnergy H0 v - v ⬝ᵥ n)
      ((finite_iff_probability hH n).2 hn) v
  refine ⟨⟨convex_univ, ?_⟩, finite_iff_probability hH, ⟨convex_stdSimplex ℝ ι, ?_⟩, ?_⟩
  · -- the ground state of the mixed potential is a trial state for both potentials
    intro v _ u _ a b ha hb hab
    obtain ⟨ψ, hψ, he⟩ := (groundEnergy_variational hH (a • v + b • u)).2
    have h1 := mul_le_mul_of_nonneg_left ((groundEnergy_variational hH v).1 ψ hψ) ha
    have h2 := mul_le_mul_of_nonneg_left ((groundEnergy_variational hH u).1 ψ hψ) hb
    have h3 : a * energy H0 ψ + b * energy H0 ψ = energy H0 ψ := by
      rw [← add_mul, hab, one_mul]
    rw [he, add_dotProduct, smul_dotProduct, smul_dotProduct]
    simp only [smul_eq_mul]
    linarith
  · -- a supremum of affine functions is convex
    intro x hx y hy a b ha hb hab
    refine ciSup_le fun v => ?_
    have h1 := mul_le_mul_of_nonneg_left (hle x hx v) ha
    have h2 := mul_le_mul_of_nonneg_left (hle y hy v) hb
    have h3 : a * groundEnergy H0 v + b * groundEnergy H0 v = groundEnergy H0 v := by
      rw [← add_mul, hab, one_mul]
    rw [dotProduct_add, dotProduct_smul, dotProduct_smul]
    simp only [smul_eq_mul]
    linarith
  · -- a potential that nearly attains the supremum at `x` still works near `x`
    intro x hx y hy
    obtain ⟨v, hv⟩ := exists_lt_of_lt_ciSup hy
    have hc : Continuous fun n : ι → ℝ => groundEnergy H0 v - v ⬝ᵥ n := by
      unfold dotProduct
      fun_prop
    have hev := (hc.continuousAt (x := x)).eventually (lt_mem_nhds hv)
    filter_upwards [hev.filter_mono nhdsWithin_le_nhds, self_mem_nhdsWithin] with n h1 h2
    exact lt_of_lt_of_le h1 (hle n h2 v)

end

end LatticeUniversalFunctional
```

```lean
#print axioms LatticeUniversalFunctional.universal_le_ensemble
#print axioms LatticeUniversalFunctional.universal_functional
```

```
'LatticeUniversalFunctional.universal_le_ensemble' depends on axioms: [propext, Classical.choice, Quot.sound]
'LatticeUniversalFunctional.universal_functional' depends on axioms: [propext, Classical.choice, Quot.sound]
```

## Reading the theorem and its limits

The final theorem, `universal_functional`, assumes only a non-empty finite site type `ι` and `H0.IsHermitian`. `groundEnergy` is the infimum of the real eigenvalues in `levels`, and `rayleigh_ritz` shows that it is attained. `energy` takes the real part of the expectation value, which loses nothing for a Hermitian matrix. `stdSimplex ℝ ι` is the set of probability vectors.

Finiteness is stated as `BddAbove`, because the real-valued `universal` cannot return +∞ off the simplex. Convexity and lower semicontinuity are claimed only on the simplex.

The proof follows the derivation. `energy_hamiltonian` splits the energy, and `groundEnergy_variational` carries `rayleigh_ritz` over to potentials. `groundEnergy_shift` supplies the lower bound that `finite_iff_probability` uses with constant and single-site potentials. In the final theorem, `ciSup_le` turns a bound for every v into a bound on F, while `exists_lt_of_lt_ciSup` picks the potential needed for lower semicontinuity. `universal_le_ensemble` is the separate ensemble bound; it does not say that some ensemble reaches equality.

The density here belongs to one particle. If the sites are reread as many-electron configurations, v becomes an independent potential on each configuration and n a configuration probability, so this is not the functional of the electron density for interacting electrons. A maximising v is never unique, because adding a constant to v leaves E(v) − ⟨v,n⟩ unchanged when n is normalised. The theorem does not say when a maximiser exists or whether it is unique up to such a constant, and it does not treat the continuum limit or rounding error.
